# The edge vector of an open SSH chain misses zero energy only at the last B site

Take a dimerised chain with zero site energies and hopping between nearest neighbours only, and cut it so that its first site is held by the weaker bond. If the chain continues without end on the other side, a zero-energy state sits near the cut. Its amplitude decays from cell to cell, and alternates in sign if the two hoppings are real and of equal sign. A simulation has a finite chain, so the question is what the Hamiltonian leaves over when it acts on this vector, cut off at the last cell.

Take $N=M+1\ge 1$ cells, numbered $n=0,\dots,M$, each with a site $A_n$ and a site $B_n$. All site energies are zero. The hopping amplitude is $v$ from $A_n$ to $B_n$ and $w\neq 0$ from $A_{n+1}$ to $B_n$; both may be complex, and the reverse hops carry the complex conjugates. Let $H$ be the Hamiltonian, $r=-v/w$, and let $\psi$ have amplitude $r^n$ on $A_n$ and zero on every B site. Then

$$H\psi = v\,r^{M}\,e_{B_M},$$

where $e_{B_M}$ is the unit vector on the last B site.

## One multiplication that tests a matrix builder

A code that takes $\psi$ as a zero mode neglects exactly this one entry of $H\psi$. The identity also tests the routine that builds $H$: multiply by $\psi$ and compare with $v r^M$ on the last B site and zero elsewhere. If the chain has been closed into a ring by mistake, the last entry becomes $v r^M + w$.

The comparison should be with $v r^M$, which is zero only if $v=0$. Passing the test is necessary but not sufficient: a row of $H$ for a site $B_m$ with $m<M$ in which both hoppings are doubled still gives zero. The test also reads only the columns of $H$ that belong to A sites. The columns of the B sites need their own checks: Hermiticity for the block that carries B amplitudes to A sites, and vanishing entries for the block between B sites.

For $v=1$, $w=2$ and three cells, $r=-1/2$ and the A amplitudes are $1,-\tfrac12,\tfrac14$. The B sites receive

- $B_0$: $1\cdot 1+2\cdot(-\tfrac12)=0$,
- $B_1$: $1\cdot(-\tfrac12)+2\cdot\tfrac14=0$,
- $B_2$: $1\cdot\tfrac14=\tfrac14=v r^2$.

Since $\|\psi\|^2=1+\tfrac14+\tfrac1{16}=\tfrac{21}{16}$, the normalised vector has residual norm $1/\sqrt{21}\approx 0.218$.

## Cancellation in the bulk, a leftover at the end

Let $C$ be the block that carries A amplitudes $a_n$ to B sites. For $m<M$, site $B_m$ has two A neighbours; the last B site has one:

$$(Ca)_m = v a_m + w a_{m+1},\qquad (Ca)_M = v a_M .$$

With $a_n=r^n$ and $wr=-v$, the first expression is $r^m(v+wr)=0$ and the second is $v r^M$. The A sites receive nothing, because $H$ only connects A to B and $\psi$ vanishes on B.

Conversely, suppose that $(Ca)_m=0$ for all $m<M$. Then $a_{m+1}=r a_m$, and induction gives $a_n=a_0 r^n$. Up to a factor, $\psi$ is the only A-sublattice vector with this property.

The image has one entry, so

$$\|H\psi\|^2=\left(|v|\,(|v|/|w|)^M\right)^2,$$

which tends to zero as $M$ grows if $|v|<|w|$. The normalised residual is

$$\frac{\|H\psi\|}{\|\psi\|}=\frac{|v|\,(|v|/|w|)^M}{\sqrt{\sum_{n=0}^{M}(|v|/|w|)^{2n}}}.$$

It is no larger than $\|H\psi\|$, because the $n=0$ term already makes $\|\psi\|\ge 1$.

An exact zero mode is a different matter. $C$ is upper triangular with $v$ on its diagonal, so $\det C=v^{M+1}$. Squaring $H$ gives the diagonal blocks $C^\dagger C$ and $CC^\dagger$, hence $(\det H)^2=|v|^{4(M+1)}$. A nonzero vector with $H\phi=0$ therefore exists exactly when $v=0$.

## The chain and its edge vector in Lean

```lean
import Mathlib

open Matrix Filter

namespace SSHChain

noncomputable section

/-- Hopping amplitudes from A sites (columns) to B sites (rows) in an open chain of `M + 1`
cells: `v` inside a cell, `w` from the A site of the next cell. -/
def cellHop (M : ℕ) (v w : ℂ) : Matrix (Fin (M + 1)) (Fin (M + 1)) ℂ :=
  Matrix.of fun m n => (if n = m then v else 0) + (if (n : ℕ) = (m : ℕ) + 1 then w else 0)

/-- The SSH Hamiltonian of the open chain; `Sum.inl n` is the site A_n and `Sum.inr n` is
the site B_n. -/
def hamiltonian (M : ℕ) (v w : ℂ) :
    Matrix (Fin (M + 1) ⊕ Fin (M + 1)) (Fin (M + 1) ⊕ Fin (M + 1)) ℂ :=
  Matrix.fromBlocks 0 (cellHop M v w)ᴴ (cellHop M v w) 0

/-- The edge vector, for `w ≠ 0`: amplitude `(-v/w)^n` on A_n and zero on every B site. -/
def edgeState (M : ℕ) (v w : ℂ) : Fin (M + 1) ⊕ Fin (M + 1) → ℂ :=
  Sum.elim (fun n => (-v / w) ^ (n : ℕ)) 0

/-- The SSH Hamiltonian is Hermitian for complex hoppings. -/
theorem hamiltonian_isHermitian (M : ℕ) (v w : ℂ) : (hamiltonian M v w).IsHermitian := by
  simp [Matrix.IsHermitian, hamiltonian, Matrix.fromBlocks_conjTranspose]

/-- A B site that is not the last one receives `v` times the amplitude of its own cell's A site
plus `w` times that of the next cell's A site. -/
theorem cellHop_bulk {M : ℕ} (v w : ℂ) (a : Fin (M + 1) → ℂ) (k : Fin M) :
    (cellHop M v w *ᵥ a) k.castSucc = v * a k.castSucc + w * a k.succ := by
  have h : ∀ n : Fin (M + 1), ((n : ℕ) = (k.castSucc : ℕ) + 1) ↔ n = k.succ := by
    intro n
    simp [Fin.ext_iff]
  simp only [cellHop, Matrix.mulVec, dotProduct, Matrix.of_apply, h, add_mul, ite_mul,
    zero_mul, Finset.sum_add_distrib, Finset.sum_ite_eq', Finset.mem_univ, if_true]

/-- The last B site receives only `v` times the amplitude of its own cell's A site. -/
theorem cellHop_last {M : ℕ} (v w : ℂ) (a : Fin (M + 1) → ℂ) :
    (cellHop M v w *ᵥ a) (Fin.last M) = v * a (Fin.last M) := by
  have h : ∀ n : Fin (M + 1), ¬ ((n : ℕ) = (Fin.last M : ℕ) + 1) := by
    intro n
    have := n.isLt
    simp only [Fin.val_last]
    omega
  simp only [cellHop, Matrix.mulVec, dotProduct, Matrix.of_apply, h, if_false, add_zero,
    ite_mul, zero_mul, Finset.sum_ite_eq', Finset.mem_univ, if_true]

/-- The Hamiltonian maps a vector on the A sublattice to a vector on the B sublattice. -/
theorem hamiltonian_mulVec_A {M : ℕ} (v w : ℂ) (a : Fin (M + 1) → ℂ) :
    hamiltonian M v w *ᵥ Sum.elim a 0 =
      Sum.elim (0 : Fin (M + 1) → ℂ) (cellHop M v w *ᵥ a) := by
  simp [hamiltonian, Matrix.fromBlocks_mulVec]

/-- For `w ≠ 0` the Hamiltonian maps the edge vector of a chain of `M + 1` cells to the vector
supported on the last B site with value `v (-v/w)^M`. -/
theorem hamiltonian_edgeState (M : ℕ) (v : ℂ) {w : ℂ} (hw : w ≠ 0) :
    hamiltonian M v w *ᵥ edgeState M v w =
      Pi.single (Sum.inr (Fin.last M)) (v * (-v / w) ^ M) := by
  rw [edgeState, hamiltonian_mulVec_A]
  funext i
  rcases i with m | m
  · simp
  · refine Fin.lastCases ?_ (fun k => ?_) m
    · -- the last cell has no right neighbour, so its term survives
      rw [Sum.elim_inr, cellHop_last, Pi.single_eq_same]
      rfl
    · -- in the bulk the two hopping paths interfere destructively
      rw [Sum.elim_inr, cellHop_bulk, Pi.single_eq_of_ne
        (fun h => (Fin.castSucc_lt_last k).ne (Sum.inr.inj h))]
      show v * (-v / w) ^ (k : ℕ) + w * (-v / w) ^ ((k : ℕ) + 1) = 0
      have hr : w * (-v / w) = -v := by field_simp
      generalize -v / w = r at hr ⊢
      linear_combination r ^ (k : ℕ) * hr

/-- For `w ≠ 0`, a vector on the A sublattice whose image under the Hamiltonian vanishes on
every B site but the last is its first amplitude times the edge vector. -/
theorem eq_smul_edgeState {M : ℕ} (v : ℂ) {w : ℂ} (hw : w ≠ 0) (a : Fin (M + 1) → ℂ)
    (h : ∀ k : Fin M, (hamiltonian M v w *ᵥ Sum.elim a 0) (Sum.inr k.castSucc) = 0) :
    Sum.elim a 0 = a 0 • edgeState M v w := by
  -- the bulk equations fix each amplitude from the previous one
  have key : ∀ n : Fin (M + 1), a n = a 0 * (-v / w) ^ (n : ℕ) := by
    intro n
    induction n using Fin.induction with
    | zero => simp
    | succ k ih =>
      have hk := h k
      rw [hamiltonian_mulVec_A, Sum.elim_inr, cellHop_bulk, ih] at hk
      change v * (a 0 * (-v / w) ^ (k : ℕ)) + w * a k.succ = 0 at hk
      apply mul_left_cancel₀ hw
      show w * a k.succ = w * (a 0 * (-v / w) ^ ((k : ℕ) + 1))
      have hr : w * (-v / w) = -v := by field_simp
      generalize -v / w = r at hk hr ⊢
      linear_combination hk - a 0 * r ^ (k : ℕ) * hr
  funext i
  rcases i with n | n
  · exact key n
  · simp [edgeState]

/-- For `w ≠ 0` the image of the edge vector under the Hamiltonian has squared norm
`(|v| (|v|/|w|)^M)^2`. -/
theorem residual_sq (M : ℕ) (v : ℂ) {w : ℂ} (hw : w ≠ 0) :
    ∑ i, ‖(hamiltonian M v w *ᵥ edgeState M v w) i‖ ^ 2 =
      (‖v‖ * (‖v‖ / ‖w‖) ^ M) ^ 2 := by
  rw [hamiltonian_edgeState M v hw, Fintype.sum_eq_single (Sum.inr (Fin.last M))]
  · rw [Pi.single_eq_same, norm_mul, norm_pow, norm_div, norm_neg]
  · intro i hi
    rw [Pi.single_eq_of_ne hi]
    simp

/-- If `|v| < |w|`, the squared norm of the image of the edge vector under the Hamiltonian
tends to zero as the chain grows. -/
theorem residual_tendsto_zero {v w : ℂ} (h : ‖v‖ < ‖w‖) :
    Tendsto (fun M : ℕ => ∑ i, ‖(hamiltonian M v w *ᵥ edgeState M v w) i‖ ^ 2)
      atTop (nhds 0) := by
  have hpos : 0 < ‖w‖ := lt_of_le_of_lt (norm_nonneg v) h
  have hw : w ≠ 0 := norm_pos_iff.mp hpos
  have h0 : 0 ≤ ‖v‖ / ‖w‖ := by positivity
  have h1 : ‖v‖ / ‖w‖ < 1 := (div_lt_one hpos).mpr h
  have ht := ((tendsto_pow_atTop_nhds_zero_of_lt_one h0 h1).const_mul ‖v‖).pow 2
  rw [mul_zero, zero_pow two_ne_zero] at ht
  exact ht.congr fun M => (residual_sq M v hw).symm

/-- The determinant of the hopping block is `v^(M+1)`, whatever the intercell hopping. -/
theorem det_cellHop (M : ℕ) (v w : ℂ) : (cellHop M v w).det = v ^ (M + 1) := by
  have ht : (cellHop M v w).BlockTriangular id := by
    intro i j hij
    have hlt : (j : ℕ) < (i : ℕ) := hij
    have h1 : j ≠ i := by
      rintro rfl
      exact lt_irrefl _ hlt
    have h2 : ¬ ((j : ℕ) = (i : ℕ) + 1) := by omega
    simp [cellHop, h1, h2]
  rw [Matrix.det_of_isUpperTriangular ht]
  simp [cellHop]

/-- The finite open chain has a nonzero state of exactly zero energy if and only if the
intracell hopping vanishes. -/
theorem exists_zero_mode_iff (M : ℕ) (v w : ℂ) :
    (∃ ψ, ψ ≠ 0 ∧ hamiltonian M v w *ᵥ ψ = 0) ↔ v = 0 := by
  rw [Matrix.exists_mulVec_eq_zero_iff]
  -- the square of the Hamiltonian is block diagonal
  have hsq : (hamiltonian M v w).det * (hamiltonian M v w).det =
      (star (v ^ (M + 1)) * v ^ (M + 1)) * (v ^ (M + 1) * star (v ^ (M + 1))) := by
    rw [← Matrix.det_mul, hamiltonian, Matrix.fromBlocks_multiply]
    simp [Matrix.det_fromBlocks_zero₂₁, Matrix.det_mul, Matrix.det_conjTranspose, det_cellHop]
  constructor
  · intro h
    rw [h] at hsq
    simpa using hsq.symm
  · intro h
    subst h
    simpa using hsq

end

end SSHChain
```

```lean
#print axioms SSHChain.hamiltonian_isHermitian
#print axioms SSHChain.eq_smul_edgeState
#print axioms SSHChain.residual_tendsto_zero
#print axioms SSHChain.exists_zero_mode_iff
```

```
'SSHChain.hamiltonian_isHermitian' depends on axioms: [propext, Classical.choice, Quot.sound]
'SSHChain.eq_smul_edgeState' depends on axioms: [propext, Classical.choice, Quot.sound]
'SSHChain.residual_tendsto_zero' depends on axioms: [propext, Classical.choice, Quot.sound]
'SSHChain.exists_zero_mode_iff' depends on axioms: [propext, Classical.choice, Quot.sound]
```

## From Lean objects to sites and hoppings

The index type `Fin (M + 1) ⊕ Fin (M + 1)` lists the A sites (`Sum.inl`) and then the B sites (`Sum.inr`), so a code that interleaves the sublattices must permute its indices before comparing. `cellHop` is $C$, with B sites as rows and A sites as columns. `hamiltonian` places $C$ and its adjoint off the diagonal, which fixes the convention that reverse hops carry conjugated amplitudes; `hamiltonian_isHermitian` confirms the result. `edgeState` is the unnormalised $\psi$.

The identity is `hamiltonian_edgeState`, where `Pi.single` is the vector with a single entry. Its hypothesis `hw` says that neighbouring cells are really connected. It holds for every `M`, including the single cell `M = 0`, and needs no assumption on which hopping is larger. Only `residual_tendsto_zero` assumes $|v|<|w|$.

In the proof, `hamiltonian_mulVec_A` reduces $H\psi$ to $C$ acting on the A amplitudes. `Fin.lastCases` separates the last cell from the others; `cellHop_last` and `cellHop_bulk` supply the two formulas for $Ca$, and `linear_combination` performs the cancellation from $wr=-v$. `eq_smul_edgeState` runs the recursion by `Fin.induction`. `residual_sq` reduces the sum over sites to its one nonzero term, and the limit follows from that of a geometric sequence. `det_cellHop` uses triangularity, and `exists_zero_mode_iff` combines it with the determinant of $H^2$.

## What carries over to a simulation

For this non-interacting, finite chain with the same $v$ and $w$ in every cell, a code may treat $\psi$ as an approximate zero mode if $|v|<|w|$ and the chain is long; the normalised residual says how well $H\psi=0$ holds. It should not expect an exact zero eigenvalue unless $v=0$. Nor is $\psi$ an eigenvector if $v\neq 0$: every eigenvector then has half its weight on each sublattice, because reversing its signs on the B sites gives an eigenvector of opposite energy, which is orthogonal to it. A numerical diagonalisation of a long chain with $|v|<|w|$ can still return a vector close to $\psi$, once the two energies nearest zero differ by less than the rounding error. The theorems concern complex numbers, so rounding in a floating-point product has to be judged separately; in a long chain with $|v|<|w|$ the surviving entry can fall below it.

The hoppings are fixed numbers: the coupling to lattice motion that produces dimerisation in the original SSH model is absent, as are disorder and interactions. The file makes no statement about the energy gap or a winding number, and it does not locate the eigenvalue nearest zero. For that last question, the usual spectral argument for Hermitian matrices places an eigenvalue within $\|H\psi\|/\|\psi\|$ of zero, a step left here to the reader.
